# Redrawing the base of a tetragonal cell turns face centring into body centring and base centring into a primitive lattice

Take a square net in the plane with edge \(a>0\), and add a point at the centre of every square. The vectors from the origin to two neighbouring centres are

\[
a'=(a/2,\;a/2),\qquad b'=(-a/2,\;a/2).
\]

They are orthogonal and equally long, and they reach the old edges, since \(a'-b'=(a,0)\) and \(a'+b'=(0,a)\). The centred square net is therefore a plain square net again, turned by 45° and with edge \(a/\sqrt2\).

Now stack such nets straight above one another with period \(c\). This gives the base-centred lattice, and face centring adds the centres of the side faces. One of them, \((0,a/2,c/2)\), lies at half height above the middle of the new square with corners \(0,a',b',a'+b'\). What was a face centre of the old cell is a body centre of the new one.

## Four lattices from cell vectors and centring vectors

None of this needs coordinates at first. Let \(u,v,w\) be vectors in a real vector space \(V\), with \(u,v\) spanning the base of the cell.

```lean
import Mathlib

open Matrix

namespace TetragonalCentrings

section General

variable {V : Type*} [AddCommGroup V] [Module ℝ V]
```

The primitive lattice consists of all combinations \(n_1u+n_2v+n_3w\) with integer coefficients. In Lean this is `AddSubgroup.closure {u, v, w}`, the smallest set that contains the three vectors and is closed under addition and negation.

```lean
/-- The primitive lattice: all integer combinations of the cell vectors `u, v, w`. -/
def primitive (u v w : V) : AddSubgroup V :=
  AddSubgroup.closure {u, v, w}
```

A centred lattice is generated in the same way, with the centring vectors added to the list. Base centring adds \((u+v)/2\).

```lean
/-- The base-centred lattice: the cell vectors together with the centre of the `u, v` face. -/
def baseCentred (u v w : V) : AddSubgroup V :=
  AddSubgroup.closure {u, v, w, (1 / 2 : ℝ) • (u + v)}
```

Body centring adds \((u+v+w)/2\).

```lean
/-- The body-centred lattice: the cell vectors together with the centre of the cell. -/
def bodyCentred (u v w : V) : AddSubgroup V :=
  AddSubgroup.closure {u, v, w, (1 / 2 : ℝ) • (u + v + w)}
```

Face centring adds the centres of three faces. Generating a group from them creates no points beyond the usual ones, because twice a face centre is a sum of two cell vectors, and the sum of two different face centres is the third up to a cell vector, for example \(\tfrac12(u+v)+\tfrac12(v+w)=\tfrac12(u+w)+v\).

```lean
/-- The face-centred lattice: the cell vectors together with the centres of the three faces. -/
def faceCentred (u v w : V) : AddSubgroup V :=
  AddSubgroup.closure
    {u, v, w, (1 / 2 : ℝ) • (u + v), (1 / 2 : ℝ) • (v + w), (1 / 2 : ℝ) • (u + w)}
```

The definitions do not require \(u,v,w\) to be linearly independent. When they are, these sets are lattices in the crystallographic sense. They describe ideal, infinite arrays of points, with no atoms attached.

## Base centring gives a primitive lattice

Put \(a'=(u+v)/2\) and \(b'=(v-u)/2\), the half diagonals of the base. Two generated lattices are equal if each contains the generators of the other. The generators of the base-centred lattice are

\[
u=a'-b',\qquad v=a'+b',\qquad w,\qquad \tfrac12(u+v)=a',
\]

all of them integer combinations of \(a',b',w\). Conversely, \(a'\) is the centring vector, and

\[
b'=\tfrac12(u+v)-u .
\]

The proof has the same two halves, separated by `le_antisymm`. In each, `AddSubgroup.closure_le` reduces the inclusion to the generators, `sub_mem` and `add_mem` form the differences and sums above, and `module` confirms the vector identities.

```lean
/-- The base-centred lattice on `u, v, w` is the primitive lattice on the half diagonals
`(u + v)/2`, `(v - u)/2` of the base and `w`. -/
theorem baseCentred_eq_primitive (u v w : V) :
    baseCentred u v w =
      primitive ((1 / 2 : ℝ) • (u + v)) ((1 / 2 : ℝ) • (v - u)) w := by
  apply le_antisymm
  · -- the old edges are the difference and the sum of the half diagonals
    have h1 : (1 / 2 : ℝ) • (u + v) ∈
        primitive ((1 / 2 : ℝ) • (u + v)) ((1 / 2 : ℝ) • (v - u)) w :=
      AddSubgroup.subset_closure (by simp)
    have h2 : (1 / 2 : ℝ) • (v - u) ∈
        primitive ((1 / 2 : ℝ) • (u + v)) ((1 / 2 : ℝ) • (v - u)) w :=
      AddSubgroup.subset_closure (by simp)
    refine (AddSubgroup.closure_le _).2 ?_
    simp only [Set.insert_subset_iff, Set.singleton_subset_iff, SetLike.mem_coe]
    refine ⟨?_, ?_, AddSubgroup.subset_closure (by simp), h1⟩
    · convert sub_mem h1 h2 using 1
      module
    · convert add_mem h1 h2 using 1
      module
  · have h1 : u ∈ baseCentred u v w := AddSubgroup.subset_closure (by simp)
    have h2 : (1 / 2 : ℝ) • (u + v) ∈ baseCentred u v w :=
      AddSubgroup.subset_closure (by simp)
    refine (AddSubgroup.closure_le _).2 ?_
    simp only [Set.insert_subset_iff, Set.singleton_subset_iff, SetLike.mem_coe]
    refine ⟨h2, ?_, AddSubgroup.subset_closure (by simp)⟩
    convert sub_mem h2 h1 using 1
    module
```

## Face centring gives a body-centred lattice

The vectors \(u\), \(v\), \(w\) and \((u+v)/2\) are handled as before. The two side-face centres remain. Since \(a'+b'=v\),

\[
\tfrac12(v+w)=\tfrac12(a'+b'+w),\qquad
\tfrac12(u+w)=\tfrac12(v+w)-b' .
\]

The first is the body centre of the new cell, and the second differs from it by a new cell vector. In the other direction, \(a'\) and \(b'=a'-u\) lie in the face-centred lattice, and the new body centre is the old face centre \((v+w)/2\). In the code, `h4` is the statement that this side-face centre belongs to the body-centred lattice.

```lean
/-- The face-centred lattice on `u, v, w` is the body-centred lattice on the half diagonals
`(u + v)/2`, `(v - u)/2` of the base and `w`. -/
theorem faceCentred_eq_bodyCentred (u v w : V) :
    faceCentred u v w =
      bodyCentred ((1 / 2 : ℝ) • (u + v)) ((1 / 2 : ℝ) • (v - u)) w := by
  apply le_antisymm
  · set L := bodyCentred ((1 / 2 : ℝ) • (u + v)) ((1 / 2 : ℝ) • (v - u)) w with hL
    have h1 : (1 / 2 : ℝ) • (u + v) ∈ L := AddSubgroup.subset_closure (by simp)
    have h2 : (1 / 2 : ℝ) • (v - u) ∈ L := AddSubgroup.subset_closure (by simp)
    have h3 : w ∈ L := AddSubgroup.subset_closure (by simp)
    -- the body centre of the new cell is a side-face centre of the old one
    have h4 : (1 / 2 : ℝ) • (v + w) ∈ L := by
      have h : (1 / 2 : ℝ) • ((1 / 2 : ℝ) • (u + v) + (1 / 2 : ℝ) • (v - u) + w) ∈ L :=
        AddSubgroup.subset_closure (by simp)
      convert h using 1
      module
    refine (AddSubgroup.closure_le _).2 ?_
    simp only [Set.insert_subset_iff, Set.singleton_subset_iff, SetLike.mem_coe]
    refine ⟨?_, ?_, h3, h1, h4, ?_⟩
    · convert sub_mem h1 h2 using 1
      module
    · convert add_mem h1 h2 using 1
      module
    · convert sub_mem h4 h2 using 1
      module
  · have h1 : u ∈ faceCentred u v w := AddSubgroup.subset_closure (by simp)
    have h2 : (1 / 2 : ℝ) • (u + v) ∈ faceCentred u v w :=
      AddSubgroup.subset_closure (by simp)
    have h3 : (1 / 2 : ℝ) • (v + w) ∈ faceCentred u v w :=
      AddSubgroup.subset_closure (by simp)
    refine (AddSubgroup.closure_le _).2 ?_
    simp only [Set.insert_subset_iff, Set.singleton_subset_iff, SetLike.mem_coe]
    refine ⟨h2, ?_, AddSubgroup.subset_closure (by simp), ?_⟩
    · convert sub_mem h2 h1 using 1
      module
    · convert h3 using 1
      module
```

## A linear map that permutes the cell vectors

For the comparison with cubic crystals, let \(R\) be a linear map with \(Ru=v\), \(Rv=w\), \(Rw=u\). It permutes the face centres in the same cyclic way,

\[
\tfrac12(u+v)\to\tfrac12(v+w)\to\tfrac12(w+u)\to\tfrac12(u+v),
\]

and it leaves the body centre \((u+v+w)/2\) fixed. Every generator goes to a generator, so by linearity every lattice point goes to a lattice point.

The proof expresses the linearity argument through `comap`: the vectors that \(R\) sends into the lattice form a subgroup, and this subgroup contains all generators.

```lean
/-- A linear map that permutes the three cell vectors cyclically maps the face-centred and the
body-centred lattice into themselves. -/
theorem centred_invariant (R : V →ₗ[ℝ] V) {u v w : V}
    (hu : R u = v) (hv : R v = w) (hw : R w = u) :
    (∀ x ∈ faceCentred u v w, R x ∈ faceCentred u v w) ∧
      (∀ x ∈ bodyCentred u v w, R x ∈ bodyCentred u v w) := by
  constructor
  · have key : faceCentred u v w ≤ (faceCentred u v w).comap R.toAddMonoidHom := by
      refine (AddSubgroup.closure_le _).2 fun x hx => ?_
      change R x ∈ faceCentred u v w
      refine AddSubgroup.subset_closure ?_
      simp only [Set.mem_insert_iff, Set.mem_singleton_iff] at hx
      rcases hx with h | h | h | h | h | h <;> rw [h] <;> simp [hu, hv, hw, add_comm]
    exact fun x hx => key hx
  · have key : bodyCentred u v w ≤ (bodyCentred u v w).comap R.toAddMonoidHom := by
      refine (AddSubgroup.closure_le _).2 fun x hx => ?_
      change R x ∈ bodyCentred u v w
      refine AddSubgroup.subset_closure ?_
      simp only [Set.mem_insert_iff, Set.mem_singleton_iff] at hx
      rcases hx with h | h | h | h <;> rw [h] <;>
        simp [hu, hv, hw, add_comm, add_left_comm]
    exact fun x hx => key hx

end General
```

## The new base is square when the old one is

So far the new cell could have any shape. To be tetragonal it needs orthogonal base edges of equal length and a third edge perpendicular to both. The third edge \(w\) is kept, and if it is perpendicular to \(u\) and \(v\), it is also perpendicular to their combinations \(a'\) and \(b'\). What remains to be checked is the base. From here on vectors have three real coordinates, and `⬝ᵥ` is the ordinary dot product. Expanding gives

\[
a'\cdot b'=\tfrac14\,(v\cdot v-u\cdot u),\qquad
a'\cdot a'-b'\cdot b'=u\cdot v .
\]

The two conditions change places: the half diagonals are orthogonal when the edges are equally long, and equally long when the edges are orthogonal. Together, the conditions hold for one pair exactly when they hold for the other. The `linear_combination` calls use the second identity with coefficient \(1\), and the first with \(-4\) in one direction and \(-1/4\) in the other.

```lean
/-- The half diagonals of the base are orthogonal and equally long exactly when the edges
`u, v` of the base are. -/
theorem square_base_iff (u v : Fin 3 → ℝ) :
    (((1 / 2 : ℝ) • (u + v)) ⬝ᵥ ((1 / 2 : ℝ) • (v - u)) = 0 ∧
      ((1 / 2 : ℝ) • (u + v)) ⬝ᵥ ((1 / 2 : ℝ) • (u + v)) =
        ((1 / 2 : ℝ) • (v - u)) ⬝ᵥ ((1 / 2 : ℝ) • (v - u))) ↔
    (u ⬝ᵥ v = 0 ∧ u ⬝ᵥ u = v ⬝ᵥ v) := by
  simp only [dotProduct, Fin.sum_univ_three, Pi.smul_apply, Pi.add_apply, Pi.sub_apply,
    smul_eq_mul]
  constructor
  · rintro ⟨h1, h2⟩
    exact ⟨by linear_combination h2, by linear_combination -4 * h1⟩
  · rintro ⟨h1, h2⟩
    exact ⟨by linear_combination (-1 / 4) * h2, by linear_combination h1⟩
```

## The cell (a, a, c) in coordinates

With \(u=(a,0,0)\), \(v=(0,a,0)\) and \(w=(0,0,c)\), the new cell vectors are

\[
a'=(a/2,a/2,0),\qquad b'=(-a/2,a/2,0),\qquad c'=(0,0,c).
\]

Their mutual dot products vanish, and \(a'\cdot a'=b'\cdot b'=a^2/4+a^2/4=a^2/2\). The theorem collects the two lattice equalities and these products. It holds for all real \(a\) and \(c\); the physical cell has both positive. The proof computes \(a'\) and \(b'\) from the half diagonals and inserts them into the two general theorems.

```lean
/-- On the tetragonal cell `(a, a, c)`, face centring gives the body-centred lattice and base
centring the primitive lattice on `a' = (a/2, a/2, 0)`, `b' = (-a/2, a/2, 0)`, `c' = (0, 0, c)`.
These vectors are mutually orthogonal, and `a'` and `b'` both have squared length `a²/2`. -/
theorem tetragonal_centrings (a c : ℝ) :
    faceCentred ![a, 0, 0] ![0, a, 0] ![0, 0, c] =
        bodyCentred ![a / 2, a / 2, 0] ![-a / 2, a / 2, 0] ![0, 0, c] ∧
      baseCentred ![a, 0, 0] ![0, a, 0] ![0, 0, c] =
        primitive ![a / 2, a / 2, 0] ![-a / 2, a / 2, 0] ![0, 0, c] ∧
      (![a / 2, a / 2, 0] ⬝ᵥ ![-a / 2, a / 2, 0] = 0 ∧
        ![a / 2, a / 2, 0] ⬝ᵥ ![0, 0, c] = 0 ∧ ![-a / 2, a / 2, 0] ⬝ᵥ ![0, 0, c] = 0) ∧
      ![a / 2, a / 2, 0] ⬝ᵥ ![a / 2, a / 2, 0] = a ^ 2 / 2 ∧
      ![-a / 2, a / 2, 0] ⬝ᵥ ![-a / 2, a / 2, 0] = a ^ 2 / 2 := by
  have ha : (1 / 2 : ℝ) • (![a, 0, 0] + ![0, a, 0]) = ![a / 2, a / 2, 0] := by
    ext i
    fin_cases i <;> simp <;> ring
  have hb : (1 / 2 : ℝ) • (![0, a, 0] - ![a, 0, 0]) = ![-a / 2, a / 2, 0] := by
    ext i
    fin_cases i <;> simp <;> ring
  have hF := faceCentred_eq_bodyCentred ![a, 0, 0] ![0, a, 0] ![0, 0, c]
  have hC := baseCentred_eq_primitive ![a, 0, 0] ![0, a, 0] ![0, 0, c]
  rw [ha, hb] at hF hC
  refine ⟨hF, hC, ⟨?_, ?_, ?_⟩, ?_, ?_⟩ <;>
    simp [dotProduct, Fin.sum_univ_three] <;> ring
```

Face and base centring thus add nothing to the body-centred and primitive tetragonal lattices. For a simulation of an ideal periodic crystal set up in a conventional cell, the body-centred description has half the volume of the face-centred one, and so half the atoms.

## The threefold rotation of the cube

If \(c=a\), the cell is a cube, and cubic symmetry includes threefold rotations about the body diagonals. One of them permutes the coordinates cyclically. With coordinates numbered from 0, as in Lean, it is

\[
(x_0,x_1,x_2)\mapsto(x_2,x_0,x_1).
\]

```lean
/-- The cyclic permutation of coordinates `(x, y, z) ↦ (z, x, y)`, a threefold rotation about
the body diagonal of the cube. -/
def threefold : (Fin 3 → ℝ) →ₗ[ℝ] (Fin 3 → ℝ) where
  toFun x := ![x 2, x 0, x 1]
  map_add' x y := by
    ext i
    fin_cases i <;> simp
  map_smul' r x := by
    ext i
    fin_cases i <;> simp
```

It sends \((a,0,0)\) to \((0,a,0)\), that to \((0,0,a)\), and that back to \((a,0,0)\). This is the situation of the general theorem on permuted cell vectors, so the face-centred and body-centred cubic lattices are mapped into themselves. As three applications give the identity, the inverse rotation also maps each lattice into itself, and the image is the whole lattice.

```lean
/-- The face-centred and the body-centred lattice on a cubic cell of edge `a` are invariant
under the threefold rotation. -/
theorem cubic_invariant (a : ℝ) :
    (∀ x ∈ faceCentred ![a, 0, 0] ![0, a, 0] ![0, 0, a],
        threefold x ∈ faceCentred ![a, 0, 0] ![0, a, 0] ![0, 0, a]) ∧
      (∀ x ∈ bodyCentred ![a, 0, 0] ![0, a, 0] ![0, 0, a],
        threefold x ∈ bodyCentred ![a, 0, 0] ![0, a, 0] ![0, 0, a]) := by
  apply centred_invariant threefold <;> ext i <;> fin_cases i <;> simp [threefold]
```

## Base centring breaks the threefold symmetry

For the base-centred lattice we look for a quantity that the rotation spoils. The sum \(x_0+x_1\) serves. On the generators \((a,0,0)\), \((0,a,0)\), \((0,0,c)\) and \((a/2,a/2,0)\) it takes the values \(a,\;a,\;0,\;a\). Sums and negatives of integer multiples of \(a\) are again integer multiples of \(a\), so every lattice point satisfies

\[
x_0+x_1=n\,a\quad\text{for some integer } n .
\]

The induction `AddSubgroup.closure_induction` follows this argument, with one case each for generators, zero, sums and negatives.

```lean
/-- For every point of the base-centred lattice on the cell `(a, a, c)`, the sum of the first
two coordinates is an integer multiple of `a`. -/
theorem baseCentred_sum {a c : ℝ} {x : Fin 3 → ℝ}
    (hx : x ∈ baseCentred ![a, 0, 0] ![0, a, 0] ![0, 0, c]) :
    ∃ n : ℤ, x 0 + x 1 = n * a := by
  unfold baseCentred at hx
  induction hx using AddSubgroup.closure_induction with
  | mem x hx =>
    simp only [Set.mem_insert_iff, Set.mem_singleton_iff] at hx
    rcases hx with rfl | rfl | rfl | rfl
    · exact ⟨1, by simp⟩
    · exact ⟨1, by simp⟩
    · exact ⟨0, by simp⟩
    · exact ⟨1, by simp; ring⟩
  | zero => exact ⟨0, by simp⟩
  | add x y _ _ hx hy =>
    obtain ⟨m, hm⟩ := hx
    obtain ⟨n, hn⟩ := hy
    refine ⟨m + n, ?_⟩
    simp only [Pi.add_apply, Int.cast_add]
    linear_combination hm + hn
  | neg x _ hx =>
    obtain ⟨m, hm⟩ := hx
    refine ⟨-m, ?_⟩
    simp only [Pi.neg_apply, Int.cast_neg]
    linear_combination -hm
```

The rotation takes the centring vector \((a/2,a/2,0)\) to \((0,a/2,a/2)\), where \(x_0+x_1=a/2\). If the rotated vector were in the lattice, we would have \(a/2=n\,a\). Since \(a\neq0\), it follows that \(2n=1\), which no integer satisfies. The height \(c\) plays no part, so the theorem is stated for every \(c\), with \(c=a\) as the cubic case. In the proof, `mul_right_cancel₀` cancels \(a\), and `omega` rejects \(2n=1\).

```lean
/-- For `a ≠ 0` and any height `c`, the cubic case `c = a` included, the base-centred lattice on
the cell `(a, a, c)` is not invariant under the threefold rotation. -/
theorem baseCentred_not_invariant {a : ℝ} (ha : a ≠ 0) (c : ℝ) :
    ¬ ∀ x ∈ baseCentred ![a, 0, 0] ![0, a, 0] ![0, 0, c],
        threefold x ∈ baseCentred ![a, 0, 0] ![0, a, 0] ![0, 0, c] := by
  intro h
  -- rotate the centring vector (a/2, a/2, 0) into (0, a/2, a/2)
  obtain ⟨n, hn⟩ := baseCentred_sum (h ((1 / 2 : ℝ) • (![a, 0, 0] + ![0, a, 0]))
    (AddSubgroup.subset_closure (by simp)))
  have e : threefold ((1 / 2 : ℝ) • (![a, 0, 0] + ![0, a, 0])) 0 +
      threefold ((1 / 2 : ℝ) • (![a, 0, 0] + ![0, a, 0])) 1 = a / 2 := by
    simp [threefold]
    ring
  rw [e] at hn
  -- then a/2 would be an integer multiple of a
  have h2 : 2 * (n : ℝ) = 1 := mul_right_cancel₀ ha (by linear_combination -2 * hn)
  have h3 : 2 * n = 1 := by exact_mod_cast h2
  omega

end TetragonalCentrings
```

Because \(c\) is arbitrary here, the theorem may be misread as saying that a base-centred lattice on \((a,a,c)\) is never cubic. That is false. For \(a>0\) and \(c=a/\sqrt2\), the vectors \(a',b',c'\) are orthogonal and all equally long, so the lattice is simple cubic, with a threefold axis along \(a'+b'+c'\). The theorem excludes the threefold rotation about \((1,1,1)\) in the original axes. When \(c=a\), that rotation is a symmetry of the starting cube, and centring only one pair of opposite faces destroys it.

```lean
#print axioms TetragonalCentrings.square_base_iff
#print axioms TetragonalCentrings.tetragonal_centrings
#print axioms TetragonalCentrings.cubic_invariant
#print axioms TetragonalCentrings.baseCentred_not_invariant
```

```
'TetragonalCentrings.square_base_iff' depends on axioms: [propext, Classical.choice, Quot.sound]
'TetragonalCentrings.tetragonal_centrings' depends on axioms: [propext, Classical.choice, Quot.sound]
'TetragonalCentrings.cubic_invariant' depends on axioms: [propext, Classical.choice, Quot.sound]
'TetragonalCentrings.baseCentred_not_invariant' depends on axioms: [propext, Classical.choice, Quot.sound]
```
